# No unfilled shells for Hartree-Fock minimisers of spinless electrons on a finite lattice with repulsion between all distinct sites

## One electron on two sites

Leave spin aside, so that each site has a single orbital and holds at most one electron. Put one electron on site 1 of a two-site lattice. There is no hopping and no site energy, and two electrons on different sites would repel each other with energy $w>0$. Moving the electron to site 2 costs nothing, so the two positions have the same total energy.

The Fock orbital energies are nevertheless different. The occupied orbital on site 1 has energy $0$, because exchange cancels the electron's interaction with itself. The empty orbital on site 2 has energy $w$, because its Fock energy includes repulsion from the electron on site 1. If that same electron is the one that moves, this repulsion is absent from the final state. The Fock gap therefore exceeds the true energy change by the interaction of the old orbital with the new one.

The physical question is whether a Hartree-Fock minimiser can leave a degenerate level partly filled, with an occupied and an empty orbital at the same Fock energy. The same accounting with $N$ electrons shows that it cannot, provided that every pair of distinct sites repels.

## The lattice model and the gap inequality

Let $h$ be the one-body matrix, $W_{ij}$ the real symmetric interaction between sites $i$ and $j$, and $\gamma$ the one-particle density matrix. The Hartree-Fock energy is

$$E(\gamma)=\operatorname{Re}\operatorname{tr}(h\gamma)+\tfrac12\sum_{ij}W_{ij}\left(\gamma_{ii}\gamma_{jj}-|\gamma_{ij}|^2\right),$$

and the Fock matrix is

$$F_{ij}=h_{ij}+\delta_{ij}\sum_k W_{ik}\gamma_{kk}-W_{ij}\gamma_{ij}.$$

In Lean these are `energy` and `fock`. The sites form a finite type `n`, while `N` is the number of electrons. `IsSlater N γ` says that $\gamma$ is Hermitian, idempotent and of trace $N$, which describes an $N$-electron Slater determinant. `IsGroundState` means a global minimiser of $E$ among these determinants, not the exact many-body ground state.

An occupied orbital $v$ satisfies $\gamma v=v$, and a virtual orbital $u$ satisfies $\gamma u=0$. Both are unit vectors. The function `expect` takes the real part of $\langle u,Au\rangle$, which is the full value for Hermitian $A$; $h$ itself needs no Hermiticity hypothesis. With the pair energy

$$P(u,v)=\tfrac12\sum_{ij}W_{ij}|u_iv_j-u_jv_i|^2,$$

called `pairEnergy`, the theorem `no_unfilled_shells` states that a Hartree-Fock minimiser $\gamma$ satisfies

$$\operatorname{Re}\langle u,Fu\rangle-\operatorname{Re}\langle v,Fv\rangle\ \ge\ P(u,v)\ >\ 0$$

whenever $W_{ij}>0$ for all $i\ne j$. This condition stands for repulsion between electrons on any two different sites. The diagonal $W_{ii}$ is unrestricted, since direct and exchange terms cancel there.

The theorem `occupied_lt_virtual` adds the assumption that $v$ and $u$ are eigenvectors of $F$ with real eigenvalues $a$ and $b$, and concludes $a<b$. That the orbitals of a minimiser can be chosen in this way is the usual stationarity condition, which enters here as a hypothesis. The existence of a minimiser is likewise assumed.

The label $i$ may also stand for a site together with a spin. Positivity is then required between every two distinct labels, including the two spins on one site, which excludes a Hubbard model on several sites with on-site repulsion only. The minimisation runs over all determinants, without spin or symmetry restrictions. For a molecule in a general orthonormal orbital basis, four-index interaction integrals take the place of $W_{ij}$; the theorems here do not cover that case.

For self-consistent field calculations within this finite density-density model, with $W_{ij}>0$ for all $i\ne j$, a converged solution with an occupied orbital energy at or above a virtual one is not a global Hartree-Fock minimiser.

## Moving one electron

**The Fock expectation value.** Inserting $F$ gives

$$\operatorname{Re}\langle u,Fu\rangle=\operatorname{Re}\langle u,hu\rangle+\sum_{ij}W_{ij}\left(\gamma_{jj}|u_i|^2-\operatorname{Re}(\bar u_i\gamma_{ij}u_j)\right).$$

**The energy change.** Let $\gamma'=\gamma+d$ with $d_{ij}=u_i\bar u_j-v_i\bar v_j$. The terms of $E(\gamma')-E(\gamma)$ that are linear in $d$ are

$$\operatorname{Re}\operatorname{tr}(hd)+\tfrac12\sum_{ij}W_{ij}\left(\gamma_{ii}d_{jj}+d_{ii}\gamma_{jj}-2\operatorname{Re}(\bar d_{ij}\gamma_{ij})\right).$$

Since $W$ is symmetric, the two direct terms have equal sums. The linear part is therefore $\operatorname{Re}\langle u,Fu\rangle-\operatorname{Re}\langle v,Fv\rangle$. In the quadratic part,

$$\begin{aligned}
d_{ii}d_{jj}-|d_{ij}|^2
&=(|u_i|^2-|v_i|^2)(|u_j|^2-|v_j|^2)-|u_i\bar u_j-v_i\bar v_j|^2\\
&=-|u_i|^2|v_j|^2-|v_i|^2|u_j|^2+2\operatorname{Re}(u_iv_j\,\overline{u_jv_i})\\
&=-|u_iv_j-u_jv_i|^2 .
\end{aligned}$$

Hence

$$E(\gamma')=E(\gamma)+\operatorname{Re}\langle u,Fu\rangle-\operatorname{Re}\langle v,Fv\rangle-P(u,v).$$

**The new determinant.** Hermiticity gives $\langle v,u\rangle=\langle\gamma v,u\rangle=\langle v,\gamma u\rangle=0$. Because $\gamma v=v$, the matrix $\gamma-vv^*$ is a projector. It annihilates $u$, so adding $uu^*$ gives another projector. The trace is $N-1+1=N$. Minimality now gives $E(\gamma')\ge E(\gamma)$, which is the first inequality.

**Strict positivity.** Expanding the square and summing gives

$$\sum_{ij}|u_iv_j-u_jv_i|^2=2\|u\|^2\|v\|^2-2|\langle u,v\rangle|^2=2.$$

The terms with $i=j$ vanish, so some pair $i\ne j$ contributes. Its weight $W_{ij}$ is positive and no other term is negative. Thus $P(u,v)>0$.

## Two sites with hopping, in numbers

Take $N=1$, $h_{12}=h_{21}=-1$, $h_{11}=h_{22}=0$, $W_{12}=W_{21}=2$ and $W_{11}=W_{22}=5$. For one electron the interaction energy vanishes, so the minimiser occupies the lowest eigenvector of $h$:

$$v=\tfrac1{\sqrt2}(1,1),\qquad u=\tfrac1{\sqrt2}(1,-1),\qquad \gamma=\tfrac12\begin{pmatrix}1&1\\1&1\end{pmatrix}.$$

The Hartree potential is $\tfrac12(5+2)=3.5$ on each site. The exchange matrix has diagonal entries $2.5$ and off-diagonal entries $1$, so

$$F=\begin{pmatrix}1&-2\\-2&1\end{pmatrix}.$$

The occupied orbital energy is $-1$ and the virtual one is $3$, a gap of $4$. Since $|u_1v_2-u_2v_1|=1$, the pair energy is $\tfrac12(2+2)=2$. The total energy rises from $-1$ to $1$ when the electron moves, and this change is indeed $4-2$.

## The Lean file

```lean
import Mathlib

open Matrix
open Complex (normSq)

namespace HartreeFockShells

noncomputable section

variable {n : Type*} [Fintype n] [DecidableEq n]

/-- The Hartree-Fock energy of a density matrix `γ`: the real part of the one-body trace plus
direct minus exchange interaction. -/
def energy (h : Matrix n n ℂ) (W : n → n → ℝ) (γ : Matrix n n ℂ) : ℝ :=
  (h * γ).trace.re + (∑ i, ∑ j, W i j * ((γ i i).re * (γ j j).re - normSq (γ i j))) / 2

/-- The Fock matrix: one-body matrix plus Hartree potential minus exchange matrix. -/
def fock (h : Matrix n n ℂ) (W : n → n → ℝ) (γ : Matrix n n ℂ) : Matrix n n ℂ :=
  h + (diagonal (fun i => ∑ k, (W i k : ℂ) * γ k k) - of fun i j => (W i j : ℂ) * γ i j)

/-- The real part of the expectation value `⟨u, A u⟩`. -/
def expect (A : Matrix n n ℂ) (u : n → ℂ) : ℝ := (star u ⬝ᵥ A *ᵥ u).re

/-- Direct minus exchange interaction energy of one electron in `u` and one in `v`. -/
def pairEnergy (W : n → n → ℝ) (u v : n → ℂ) : ℝ :=
  (∑ i, ∑ j, W i j * normSq (u i * v j - u j * v i)) / 2

/-- Density matrices of `N`-electron Slater determinants: orthogonal projectors of trace `N`. -/
structure IsSlater (N : ℕ) (γ : Matrix n n ℂ) : Prop where
  herm : γ.IsHermitian
  idem : γ * γ = γ
  trace_eq : γ.trace = N

/-- `γ` minimises the Hartree-Fock energy among `N`-electron Slater determinants. -/
def IsGroundState (h : Matrix n n ℂ) (W : n → n → ℝ) (N : ℕ) (γ : Matrix n n ℂ) : Prop :=
  IsSlater N γ ∧ ∀ γ', IsSlater N γ' → energy h W γ ≤ energy h W γ'

/-- The density matrix after one electron is moved from orbital `v` to orbital `u`. -/
def promote (γ : Matrix n n ℂ) (v u : n → ℂ) : Matrix n n ℂ :=
  γ + vecMulVec u (star u) - vecMulVec v (star v)

variable {h γ : Matrix n n ℂ} {W : n → n → ℝ} {N : ℕ} {v u : n → ℂ}

/-- The Fock expectation value of an orbital is its one-body energy plus its direct minus its
exchange interaction with the density matrix. -/
theorem expect_fock : expect (fock h W γ) u = expect h u +
    ∑ i, ∑ j, W i j * ((γ j j).re * normSq (u i) - (star (u i) * γ i j * u j).re) := by
  have e : star u ⬝ᵥ fock h W γ *ᵥ u = star u ⬝ᵥ h *ᵥ u + ∑ i, ∑ j, (W i j : ℂ) *
      (γ j j * (star (u i) * u i) - star (u i) * γ i j * u j) := by
    rw [fock, Matrix.add_mulVec, dotProduct_add, Matrix.sub_mulVec]
    congr 1
    refine Finset.sum_congr rfl fun i _ => ?_
    rw [Pi.sub_apply, Matrix.mulVec_diagonal]
    simp only [Matrix.mulVec, dotProduct, Matrix.of_apply, Pi.star_apply, mul_sub,
      Finset.mul_sum, Finset.sum_mul, Finset.sum_sub_distrib]
    congr 1 <;> exact Finset.sum_congr rfl fun j _ => by ring
  unfold expect
  rw [e, Complex.add_re, Complex.re_sum]
  congr 1
  refine Finset.sum_congr rfl fun i _ => ?_
  rw [Complex.re_sum]
  refine Finset.sum_congr rfl fun j _ => ?_
  have hn : star (u i) * u i = (normSq (u i) : ℂ) := by
    rw [Complex.star_def, mul_comm, Complex.mul_conj]
  rw [Complex.re_ofReal_mul, hn, Complex.sub_re, Complex.re_mul_ofReal]

/-- For symmetric `W`, moving one electron from `v` to `u` changes the energy by the difference
of the Fock expectation values minus the pair energy of `u` and `v`. -/
theorem energy_promote (hW : ∀ i j, W i j = W j i) :
    energy h W (promote γ v u) = energy h W γ +
      (expect (fock h W γ) u - expect (fock h W γ) v) - pairEnergy W u v := by
  have ht : ∀ w : n → ℂ, (h * vecMulVec w (star w)).trace = star w ⬝ᵥ h *ᵥ w := fun w => by
    rw [Matrix.mul_vecMulVec, Matrix.trace_vecMulVec, dotProduct_comm]
  have one : (h * promote γ v u).trace.re = (h * γ).trace.re + expect h u - expect h v := by
    simp only [promote, mul_add, mul_sub, Matrix.trace_add, Matrix.trace_sub, ht,
      Complex.add_re, Complex.sub_re, expect]
  -- the two direct terms agree because `W` is symmetric
  have hs : ∑ i, ∑ j, W i j * ((γ i i).re * (normSq (u j) - normSq (v j))) =
      ∑ i, ∑ j, W i j * ((γ j j).re * (normSq (u i) - normSq (v i))) := by
    rw [Finset.sum_comm]
    exact Finset.sum_congr rfl fun i _ => Finset.sum_congr rfl fun j _ => by rw [hW j i]
  have key : ∀ i j, W i j * ((promote γ v u i i).re * (promote γ v u j j).re
        - normSq (promote γ v u i j)) =
      W i j * ((γ i i).re * (γ j j).re - normSq (γ i j))
      + (W i j * ((γ i i).re * (normSq (u j) - normSq (v j)))
        - W i j * ((γ j j).re * (normSq (u i) - normSq (v i))))
      + 2 * (W i j * ((γ j j).re * normSq (u i) - (star (u i) * γ i j * u j).re)
        - W i j * ((γ j j).re * normSq (v i) - (star (v i) * γ i j * v j).re))
      - W i j * normSq (u i * v j - u j * v i) := by
    intro i j
    simp only [promote, Matrix.sub_apply, Matrix.add_apply, vecMulVec_apply, Pi.star_apply,
      Complex.star_def, Complex.normSq_apply, Complex.add_re, Complex.add_im, Complex.sub_re,
      Complex.sub_im, Complex.mul_re, Complex.mul_im, Complex.conj_re, Complex.conj_im]
    ring
  rw [expect_fock, expect_fock, energy, energy, pairEnergy, one]
  simp only [key, Finset.sum_add_distrib, Finset.sum_sub_distrib, ← Finset.mul_sum]
  linarith [hs]

omit [DecidableEq n] in
/-- Occupied and virtual orbitals of a Hermitian density matrix are orthogonal. -/
theorem occupied_orthogonal_virtual (hγ : γ.IsHermitian)
    (hv : γ *ᵥ v = v) (hu : γ *ᵥ u = 0) : star v ⬝ᵥ u = 0 := by
  have h1 := Matrix.star_mulVec γ v
  rw [hγ.eq, hv] at h1
  rw [h1, ← Matrix.dotProduct_mulVec, hu, dotProduct_zero]

/-- Moving one electron from a unit occupied orbital to a unit virtual orbital turns an
`N`-electron Slater determinant into another one. -/
theorem promote_isSlater (hγ : IsSlater N γ) (hv : γ *ᵥ v = v) (hu : γ *ᵥ u = 0)
    (hv1 : star v ⬝ᵥ v = 1) (hu1 : star u ⬝ᵥ u = 1) : IsSlater N (promote γ v u) := by
  have hvu := occupied_orthogonal_virtual hγ.herm hv hu
  have huv : star u ⬝ᵥ v = 0 := by rw [Matrix.star_dotProduct, hvu, star_zero]
  have hl : ∀ w, vecMulVec w (star w) * γ = vecMulVec w (star (γ *ᵥ w)) := fun w => by
    rw [Matrix.vecMulVec_mul, Matrix.star_mulVec, hγ.herm.eq]
  have hp : ∀ a b c : n → ℂ, vecMulVec a b *ᵥ c = (b ⬝ᵥ c) • a := fun a b c => by
    ext i
    simp only [Matrix.mulVec, dotProduct, vecMulVec_apply, Pi.smul_apply, smul_eq_mul,
      Finset.sum_mul]
    exact Finset.sum_congr rfl fun j _ => by ring
  have z1 : ∀ b : n → ℂ, vecMulVec (0 : n → ℂ) b = 0 := fun b => by
    ext i j; simp [vecMulVec_apply]
  have z2 : ∀ b : n → ℂ, vecMulVec b (0 : n → ℂ) = 0 := fun b => by
    ext i j; simp [vecMulVec_apply]
  have hh : ∀ a : n → ℂ, (vecMulVec a (star a)).IsHermitian := fun a =>
    Matrix.IsHermitian.ext fun i j => by simp [vecMulVec_apply, mul_comm]
  refine ⟨(hγ.herm.add (hh u)).sub (hh v), ?_, ?_⟩
  · -- all nine products of the three projectors are known
    have a1 := hl u
    have a2 := hl v
    rw [hu, star_zero, z2] at a1
    rw [hv] at a2
    simp only [promote, add_mul, sub_mul, mul_add, mul_sub, hγ.idem, a1, a2,
      Matrix.mul_vecMulVec, hp, hu, hv, hu1, hv1, huv, hvu, one_smul, zero_smul, z1]
    abel
  · rw [promote, Matrix.trace_sub, Matrix.trace_add, Matrix.trace_vecMulVec,
      Matrix.trace_vecMulVec, dotProduct_comm u, dotProduct_comm v, hu1, hv1, hγ.trace_eq]
    ring

omit [DecidableEq n] in
/-- For orthonormal orbitals the squared moduli of `u_i v_j - u_j v_i` sum to two. -/
theorem sum_normSq_pair (hu1 : star u ⬝ᵥ u = 1) (hv1 : star v ⬝ᵥ v = 1)
    (hvu : star v ⬝ᵥ u = 0) : ∑ i, ∑ j, normSq (u i * v j - u j * v i) = 2 := by
  have key : ((∑ i, ∑ j, normSq (u i * v j - u j * v i) : ℝ) : ℂ) =
      (star u ⬝ᵥ u) * (star v ⬝ᵥ v) + (star v ⬝ᵥ v) * (star u ⬝ᵥ u)
      - (star v ⬝ᵥ u) * (star u ⬝ᵥ v) - (star u ⬝ᵥ v) * (star v ⬝ᵥ u) := by
    simp only [dotProduct, Finset.sum_mul_sum, ← Finset.sum_add_distrib,
      ← Finset.sum_sub_distrib, Complex.ofReal_sum]
    refine Finset.sum_congr rfl fun i _ => Finset.sum_congr rfl fun j _ => ?_
    rw [← Complex.mul_conj]
    simp only [map_sub, map_mul, Pi.star_apply, Complex.star_def]
    ring
  rw [hu1, hv1, hvu] at key
  have h2 := congrArg Complex.re key
  rw [Complex.ofReal_re] at h2
  rw [h2]
  norm_num

/-- No unfilled shells: for a symmetric interaction that is positive between distinct sites, the
Fock expectation value of a unit virtual orbital of a Hartree-Fock minimiser exceeds that of a
unit occupied orbital by at least their pair energy, which is strictly positive. -/
theorem no_unfilled_shells (hW : ∀ i j, W i j = W j i) (hpos : ∀ i j, i ≠ j → 0 < W i j)
    (hγ : IsGroundState h W N γ) (hv : γ *ᵥ v = v) (hu : γ *ᵥ u = 0)
    (hv1 : star v ⬝ᵥ v = 1) (hu1 : star u ⬝ᵥ u = 1) :
    pairEnergy W u v ≤ expect (fock h W γ) u - expect (fock h W γ) v ∧
      0 < pairEnergy W u v := by
  constructor
  · -- the promoted determinant cannot lie below the minimiser
    have h1 := hγ.2 _ (promote_isSlater hγ.1 hv hu hv1 hu1)
    rw [energy_promote hW] at h1
    linarith
  · have h2 := sum_normSq_pair hu1 hv1 (occupied_orthogonal_virtual hγ.1.herm hv hu)
    have hnn : ∀ i j, 0 ≤ W i j * normSq (u i * v j - u j * v i) := by
      intro i j
      rcases eq_or_ne i j with rfl | hij
      · simp
      · exact mul_nonneg (hpos i j hij).le (Complex.normSq_nonneg _)
    -- some pair of sites contributes, since the squared moduli sum to two
    obtain ⟨i, j, hij⟩ : ∃ i j, u i * v j - u j * v i ≠ 0 := by
      by_contra hc
      push Not at hc
      simp [hc] at h2
    have hne : i ≠ j := by
      rintro rfl
      exact hij (sub_self _)
    have hp := mul_pos (hpos i j hne) (Complex.normSq_pos.mpr hij)
    exact half_pos (Finset.sum_pos' (fun a _ => Finset.sum_nonneg fun b _ => hnn a b)
      ⟨i, Finset.mem_univ i, Finset.sum_pos' (fun b _ => hnn i b) ⟨j, Finset.mem_univ j, hp⟩⟩)

/-- For a symmetric interaction that is positive between distinct sites, every occupied orbital
energy of a Hartree-Fock minimiser lies strictly below every virtual orbital energy. -/
theorem occupied_lt_virtual (hW : ∀ i j, W i j = W j i) (hpos : ∀ i j, i ≠ j → 0 < W i j)
    (hγ : IsGroundState h W N γ) (hv : γ *ᵥ v = v) (hu : γ *ᵥ u = 0)
    (hv1 : star v ⬝ᵥ v = 1) (hu1 : star u ⬝ᵥ u = 1) {a b : ℝ}
    (ha : fock h W γ *ᵥ v = (a : ℂ) • v) (hb : fock h W γ *ᵥ u = (b : ℂ) • u) : a < b := by
  obtain ⟨h1, h2⟩ := no_unfilled_shells hW hpos hγ hv hu hv1 hu1
  rw [expect, expect, ha, hb, dotProduct_smul, dotProduct_smul, hv1, hu1, smul_eq_mul,
    smul_eq_mul, mul_one, mul_one, Complex.ofReal_re, Complex.ofReal_re] at h1
  linarith

end

end HartreeFockShells
```

```lean
#print axioms HartreeFockShells.no_unfilled_shells
#print axioms HartreeFockShells.occupied_lt_virtual
```

```
'HartreeFockShells.no_unfilled_shells' depends on axioms: [propext, Classical.choice, Quot.sound]
'HartreeFockShells.occupied_lt_virtual' depends on axioms: [propext, Classical.choice, Quot.sound]
```

## From the swap identity to the strict gap

`expect_fock` splits the Fock expectation value into one-body, direct and exchange terms. It first proves the complex identity `e` and then takes real parts term by term.

`energy_promote` is the exact energy balance. The matrix `promote γ v u` is $\gamma'$, with the orbital being emptied named first. The step `one` computes the one-body change, and `hs` swaps the summation indices to match the two direct terms, using the symmetry of $W$. The step `key` is the interaction identity for a fixed pair $i,j$: every complex number is expanded into real and imaginary parts, and `ring` checks the resulting polynomial identity. After summation, `linarith` combines the pieces. This lemma needs neither normalised orbitals nor a projector $\gamma$.

`occupied_orthogonal_virtual` moves $\gamma$ across the inner product. `promote_isSlater` uses that orthogonality to evaluate all products of $\gamma$, $uu^*$ and $vv^*$; what remains after the cancellations is $\gamma'$ itself, and `abel` collects the terms. The trace is computed separately.

`sum_normSq_pair` writes the double sum as products of inner products and obtains the value 2.

In `no_unfilled_shells`, the first part applies minimality to the promoted determinant and rewrites its energy with `energy_promote`. In the second part, if every $u_iv_j-u_jv_i$ were zero, the sum could not equal 2. This supplies a nonzero term, necessarily with $i\ne j$, and `Finset.sum_pos'` turns one positive term among nonnegative ones into a positive sum.

For `occupied_lt_virtual`, the eigenvalue equations and normalisation replace the two expectation values by $a$ and $b$, and the strict gap gives $a<b$.
